# Manley-Rowe relations for three plane waves with real coupling

## Three real profiles

Three light waves with frequencies $\omega_1,\omega_2>0$ and $\omega_3=\omega_1+\omega_2$ travel along $z$ through a lossless quadratic medium. Scale the amplitudes so that $|A_j|^2$ is the intensity in common units, and take $A_1=a$, $A_2=b$, $A_3=ic$ with $a,b,c$ real. With perfect phase matching and a real coupling $\kappa$, they obey

$$a'=-\kappa\omega_1bc,\qquad b'=-\kappa\omega_2ac,\qquad c'=\kappa\omega_3ab.$$

Hence $(a^2)'/\omega_1=-2\kappa abc$ and $(c^2)'/\omega_3=2\kappa abc$, so $a^2/\omega_1+c^2/\omega_3$ is constant. Since $|A_j|^2/\omega_j$ is proportional to a photon flux, wave 3 gains one photon for each one that wave 1 loses.

## Complex amplitudes and mismatch

For complex amplitudes and a wave-vector mismatch $\Delta$, the equations are

$$\begin{aligned}
A_1'&=i\kappa\omega_1A_3\overline{A_2}\,e^{-i\Delta z},\\
A_2'&=i\kappa\omega_2A_3\overline{A_1}\,e^{-i\Delta z},\\
A_3'&=i\kappa\omega_3A_1A_2\,e^{i\Delta z}.
\end{aligned}$$

The single real $\kappa$ stands for a non-absorbing medium whose quadratic susceptibility is the same for all three processes. The amplitudes are scaled as above, and for carrier waves $e^{i(k_jz-\omega_jt)}$ the mismatch is $\Delta=k_1+k_2-k_3$.

In Lean, `ThreeWave` states these equations for functions `ℝ → ℂ`, with a derivative at every real $z$; `phase` is $e^{i\Delta z}$, and `waveProduct` is

$$P=A_3\overline{A_1A_2}\,e^{-i\Delta z}.$$

For $\omega_1,\omega_2>0$ and $\omega_3=\omega_1+\omega_2$, `manley_rowe` says that four quantities keep their values at $z=0$:

- $|A_1|^2/\omega_1+|A_3|^2/\omega_3$
- $|A_2|^2/\omega_2+|A_3|^2/\omega_3$
- $|A_1|^2+|A_2|^2+|A_3|^2$
- $2\kappa\omega_3\operatorname{Re}P-\Delta|A_3|^2$

At $\Delta=0$, `phase_matched_invariant` gives the constancy of $\operatorname{Re}(A_3\overline{A_1A_2})$ itself, even for $\kappa=0$.

The coupled-wave equations are assumed, not derived from Maxwell's equations. Diffraction, pulses and absorption are absent, as are the further mixing frequencies that the general Manley-Rowe relations cover. Within this lossless plane-wave model, the invariants can be used to test a numerical integrator.

## Rates of change

For any differentiable amplitude, $(|A|^2)'=2\operatorname{Re}(\overline A A')$. The equations give

$$\overline{A_1}A_1'=i\kappa\omega_1P,\qquad \overline{A_2}A_2'=i\kappa\omega_2P,\qquad \overline{A_3}A_3'=i\kappa\omega_3\overline P.$$

Since $\operatorname{Re}(iP)=-\operatorname{Im}P$ and $\operatorname{Re}(i\overline P)=\operatorname{Im}P$,

$$(|A_1|^2)'=-2\kappa\omega_1\operatorname{Im}P,\quad (|A_2|^2)'=-2\kappa\omega_2\operatorname{Im}P,\quad (|A_3|^2)'=2\kappa\omega_3\operatorname{Im}P.$$

Dividing by the frequencies and adding proves the first two laws. The total intensity changes at the rate $2\kappa(\omega_3-\omega_1-\omega_2)\operatorname{Im}P=0$.

For the fourth law, the product rule gives

$$P'=i\kappa\left(\omega_3|A_1|^2|A_2|^2-\omega_1|A_3|^2|A_2|^2-\omega_2|A_3|^2|A_1|^2\right)-i\Delta P.$$

The first term is imaginary, so $(\operatorname{Re}P)'=\Delta\operatorname{Im}P$. Then $2\kappa\omega_3\operatorname{Re}P$ and $\Delta|A_3|^2$ both change at the rate $2\kappa\omega_3\Delta\operatorname{Im}P$, and their difference is constant.

## Frequency matching and the conversion limit

Conversely, if the total intensity is constant, $\kappa\ne0$ and $\operatorname{Im}P\ne0$ at some point, the rate above forces $\omega_3=\omega_1+\omega_2$.

If $A_3(0)=0$, the first two laws and $|A_1|^2,|A_2|^2\ge0$ give

$$\frac{|A_3(z)|^2}{\omega_3}\le\min\left(\frac{|A_1(0)|^2}{\omega_1},\frac{|A_2(0)|^2}{\omega_2}\right).$$

An explicit solution has frequencies $9,16,25$, $\kappa=1/60$, $\Delta=0$ and

$$A_1=\frac{3}{\cosh z},\qquad A_2=\frac{4}{\cosh z},\qquad A_3=5i\tanh z.$$

Here both input fluxes are $1$, and $|A_3|^2/\omega_3=\tanh^2z$ approaches that limit.

## Photon-flux amplitudes

The model could also be written with $a_j=A_j/\sqrt{\omega_j}$. All three equations then share the coupling $\kappa\sqrt{\omega_1\omega_2\omega_3}$, and the first two laws become $|a_1|^2+|a_3|^2$ and $|a_2|^2+|a_3|^2$ constant. The frequencies move into the total intensity, $\sum_j\omega_j|a_j|^2$, and must be positive already in the definition of the amplitudes.

## The Lean file

```lean
import Mathlib

open scoped ComplexConjugate

namespace ManleyRowe

noncomputable section

/-- The phase factor `exp (i Δ z)` accumulated over the length `z` at wave-vector mismatch `Δ`. -/
def phase (Δ z : ℝ) : ℂ := Complex.exp (Complex.I * Δ * z)

/-- The coupled-wave equations of three-wave mixing with real coupling `κ`, wave-vector
mismatch `Δ` and frequencies `ω₁`, `ω₂`, `ω₃`, for amplitudes along the propagation axis. -/
structure ThreeWave (κ Δ ω₁ ω₂ ω₃ : ℝ) (A₁ A₂ A₃ : ℝ → ℂ) : Prop where
  wave₁ : ∀ z, HasDerivAt A₁
    (Complex.I * κ * ω₁ * A₃ z * conj (A₂ z) * conj (phase Δ z)) z
  wave₂ : ∀ z, HasDerivAt A₂
    (Complex.I * κ * ω₂ * A₃ z * conj (A₁ z) * conj (phase Δ z)) z
  wave₃ : ∀ z, HasDerivAt A₃
    (Complex.I * κ * ω₃ * A₁ z * A₂ z * phase Δ z) z

/-- The product `A₃ conj(A₁ A₂) exp (-i Δ z)`, which carries the relative phase of the waves. -/
def waveProduct (Δ : ℝ) (A₁ A₂ A₃ : ℝ → ℂ) (z : ℝ) : ℂ :=
  A₃ z * conj (A₁ z * A₂ z) * conj (phase Δ z)

variable {κ Δ ω₁ ω₂ ω₃ : ℝ} {A₁ A₂ A₃ : ℝ → ℂ}

/-- The intensity `|A|²` of a differentiable amplitude changes at the rate `2 Re (conj A · A')`. -/
theorem hasDerivAt_intensity {A : ℝ → ℂ} {A' : ℂ} {z : ℝ} (h : HasDerivAt A A' z) :
    HasDerivAt (fun t => ‖A t‖ ^ 2) (2 * (conj (A z) * A').re) z := by
  have hr : HasDerivAt (fun t => (A t).re) A'.re z :=
    Complex.reCLM.hasFDerivAt.comp_hasDerivAt z h
  have hi : HasDerivAt (fun t => (A t).im) A'.im z :=
    Complex.imCLM.hasFDerivAt.comp_hasDerivAt z h
  have e : (fun t => ‖A t‖ ^ 2)
      = fun t => (A t).re * (A t).re + (A t).im * (A t).im := by
    funext t
    rw [← Complex.normSq_eq_norm_sq, Complex.normSq_apply]
  rw [e]
  refine ((hr.fun_mul hr).fun_add (hi.fun_mul hi)).congr_deriv ?_
  simp only [Complex.mul_re, Complex.conj_re, Complex.conj_im]
  ring

/-- A real quantity whose derivative vanishes everywhere keeps its value at the entrance
`z = 0`. -/
theorem conserved {f : ℝ → ℝ} (h : ∀ z, HasDerivAt f 0 z) : ∀ z, f z = f 0 := fun z =>
  is_const_of_deriv_eq_zero (fun t => (h t).differentiableAt) (fun t => (h t).deriv) z 0

/-- Power flow: each intensity changes in proportion to its own frequency and to the imaginary
part of the wave product, with opposite signs for waves 1 and 2 and for wave 3. -/
theorem power_flow (h : ThreeWave κ Δ ω₁ ω₂ ω₃ A₁ A₂ A₃) (z : ℝ) :
    HasDerivAt (fun t => ‖A₁ t‖ ^ 2) (ω₁ * (-(2 * κ * (waveProduct Δ A₁ A₂ A₃ z).im))) z ∧
    HasDerivAt (fun t => ‖A₂ t‖ ^ 2) (ω₂ * (-(2 * κ * (waveProduct Δ A₁ A₂ A₃ z).im))) z ∧
    HasDerivAt (fun t => ‖A₃ t‖ ^ 2) (ω₃ * (2 * κ * (waveProduct Δ A₁ A₂ A₃ z).im)) z := by
  refine ⟨(hasDerivAt_intensity (h.wave₁ z)).congr_deriv ?_,
    (hasDerivAt_intensity (h.wave₂ z)).congr_deriv ?_,
    (hasDerivAt_intensity (h.wave₃ z)).congr_deriv ?_⟩
  · have e : conj (A₁ z) * (Complex.I * κ * ω₁ * A₃ z * conj (A₂ z) * conj (phase Δ z))
        = ((κ * ω₁ : ℝ) : ℂ) * (Complex.I * waveProduct Δ A₁ A₂ A₃ z) := by
      simp only [waveProduct, map_mul, Complex.ofReal_mul]
      ring
    rw [e, Complex.re_ofReal_mul, Complex.I_mul_re]
    ring
  · have e : conj (A₂ z) * (Complex.I * κ * ω₂ * A₃ z * conj (A₁ z) * conj (phase Δ z))
        = ((κ * ω₂ : ℝ) : ℂ) * (Complex.I * waveProduct Δ A₁ A₂ A₃ z) := by
      simp only [waveProduct, map_mul, Complex.ofReal_mul]
      ring
    rw [e, Complex.re_ofReal_mul, Complex.I_mul_re]
    ring
  · -- wave 3 is driven by the conjugate product, hence the opposite sign
    have e : conj (A₃ z) * (Complex.I * κ * ω₃ * A₁ z * A₂ z * phase Δ z)
        = ((κ * ω₃ : ℝ) : ℂ) * (Complex.I * conj (waveProduct Δ A₁ A₂ A₃ z)) := by
      simp only [waveProduct, map_mul, Complex.ofReal_mul, Complex.conj_conj]
      ring
    rw [e, Complex.re_ofReal_mul, Complex.I_mul_re, Complex.conj_im]
    ring

/-- The real part of the wave product changes only through the mismatch, at the rate `Δ` times
its imaginary part. -/
theorem waveProduct_re_flow (h : ThreeWave κ Δ ω₁ ω₂ ω₃ A₁ A₂ A₃) (z : ℝ) :
    HasDerivAt (fun t => (waveProduct Δ A₁ A₂ A₃ t).re)
      (Δ * (waveProduct Δ A₁ A₂ A₃ z).im) z := by
  have hconj : ∀ {f : ℝ → ℂ} {f' : ℂ}, HasDerivAt f f' z →
      HasDerivAt (fun t => conj (f t)) (conj f') z := fun hf => hf.star
  have hph : HasDerivAt (phase Δ) (Complex.I * Δ * phase Δ z) z := by
    have h0 := ((hasDerivAt_id z).ofReal_comp.const_mul (Complex.I * (Δ : ℂ))).cexp
    refine h0.congr_deriv ?_
    simp only [phase, id_eq, Complex.ofReal_one]
    ring
  have hP := ((h.wave₃ z).fun_mul (hconj ((h.wave₁ z).fun_mul (h.wave₂ z)))).fun_mul (hconj hph)
  refine (Complex.reCLM.hasFDerivAt.comp_hasDerivAt z hP).congr_deriv ?_
  -- the coupling contributes a purely imaginary number `r i`
  trans (((κ * Complex.normSq (phase Δ z) *
      (ω₃ * Complex.normSq (A₁ z) * Complex.normSq (A₂ z)
        - ω₁ * Complex.normSq (A₃ z) * Complex.normSq (A₂ z)
        - ω₂ * Complex.normSq (A₃ z) * Complex.normSq (A₁ z)) : ℝ) : ℂ) * Complex.I
      - (Δ : ℂ) * (Complex.I * waveProduct Δ A₁ A₂ A₃ z)).re
  · rw [Complex.reCLM_apply]
    congr 1
    simp only [waveProduct, Complex.ofReal_mul, Complex.ofReal_sub,
      Complex.normSq_eq_conj_mul_self, map_mul, map_add, Complex.conj_I, Complex.conj_ofReal,
      Complex.conj_conj]
    ring
  · rw [Complex.sub_re, Complex.re_ofReal_mul, Complex.re_ofReal_mul, Complex.I_re,
      Complex.I_mul_re]
    ring

/-- Manley-Rowe relations: for positive `ω₁`, `ω₂` and `ω₃ = ω₁ + ω₂`, the two sums of
intensity over frequency, the total intensity, and the wave product's real part corrected for
the mismatch are constant along the medium. -/
theorem manley_rowe (h : ThreeWave κ Δ ω₁ ω₂ ω₃ A₁ A₂ A₃)
    (hω₁ : 0 < ω₁) (hω₂ : 0 < ω₂) (hω : ω₃ = ω₁ + ω₂) :
    (∀ z, ‖A₁ z‖ ^ 2 / ω₁ + ‖A₃ z‖ ^ 2 / ω₃ = ‖A₁ 0‖ ^ 2 / ω₁ + ‖A₃ 0‖ ^ 2 / ω₃) ∧
    (∀ z, ‖A₂ z‖ ^ 2 / ω₂ + ‖A₃ z‖ ^ 2 / ω₃ = ‖A₂ 0‖ ^ 2 / ω₂ + ‖A₃ 0‖ ^ 2 / ω₃) ∧
    (∀ z, ‖A₁ z‖ ^ 2 + ‖A₂ z‖ ^ 2 + ‖A₃ z‖ ^ 2 = ‖A₁ 0‖ ^ 2 + ‖A₂ 0‖ ^ 2 + ‖A₃ 0‖ ^ 2) ∧
    (∀ z, 2 * κ * ω₃ * (waveProduct Δ A₁ A₂ A₃ z).re - Δ * ‖A₃ z‖ ^ 2
      = 2 * κ * ω₃ * (waveProduct Δ A₁ A₂ A₃ 0).re - Δ * ‖A₃ 0‖ ^ 2) := by
  have hω₃ : ω₃ ≠ 0 := by rw [hω]; positivity
  refine ⟨conserved (f := fun z => ‖A₁ z‖ ^ 2 / ω₁ + ‖A₃ z‖ ^ 2 / ω₃) fun z => ?_,
    conserved (f := fun z => ‖A₂ z‖ ^ 2 / ω₂ + ‖A₃ z‖ ^ 2 / ω₃) fun z => ?_,
    conserved (f := fun z => ‖A₁ z‖ ^ 2 + ‖A₂ z‖ ^ 2 + ‖A₃ z‖ ^ 2) fun z => ?_,
    conserved (f := fun z => 2 * κ * ω₃ * (waveProduct Δ A₁ A₂ A₃ z).re - Δ * ‖A₃ z‖ ^ 2)
      fun z => ?_⟩ <;> obtain ⟨h1, h2, h3⟩ := power_flow h z
  · refine ((h1.div_const ω₁).fun_add (h3.div_const ω₃)).congr_deriv ?_
    rw [mul_div_cancel_left₀ _ hω₁.ne', mul_div_cancel_left₀ _ hω₃]
    ring
  · refine ((h2.div_const ω₂).fun_add (h3.div_const ω₃)).congr_deriv ?_
    rw [mul_div_cancel_left₀ _ hω₂.ne', mul_div_cancel_left₀ _ hω₃]
    ring
  · refine ((h1.fun_add h2).fun_add h3).congr_deriv ?_
    rw [hω]
    ring
  · refine (((waveProduct_re_flow h z).const_mul (2 * κ * ω₃)).fun_sub
      (h3.const_mul Δ)).congr_deriv ?_
    ring

/-- Without wave-vector mismatch, `Re (A₃ conj(A₁ A₂))` is constant along the medium. -/
theorem phase_matched_invariant (h : ThreeWave κ 0 ω₁ ω₂ ω₃ A₁ A₂ A₃) (z : ℝ) :
    (A₃ z * conj (A₁ z * A₂ z)).re = (A₃ 0 * conj (A₁ 0 * A₂ 0)).re := by
  have hc := conserved (fun t => (waveProduct_re_flow h t).congr_deriv (zero_mul _)) z
  have hp : ∀ t, phase 0 t = 1 := fun t => by simp [phase]
  simpa only [waveProduct, hp, map_one, mul_one] using hc

/-- Converse for the energy: if the total intensity is constant, the coupling is non-zero and
the wave product is somewhere not real, then `ω₃ = ω₁ + ω₂`. -/
theorem frequency_sum_of_intensity_constant (h : ThreeWave κ Δ ω₁ ω₂ ω₃ A₁ A₂ A₃)
    (hκ : κ ≠ 0) {z₀ : ℝ} (hz : (waveProduct Δ A₁ A₂ A₃ z₀).im ≠ 0)
    (hI : ∀ z, ‖A₁ z‖ ^ 2 + ‖A₂ z‖ ^ 2 + ‖A₃ z‖ ^ 2
      = ‖A₁ 0‖ ^ 2 + ‖A₂ 0‖ ^ 2 + ‖A₃ 0‖ ^ 2) :
    ω₃ = ω₁ + ω₂ := by
  obtain ⟨h1, h2, h3⟩ := power_flow h z₀
  have hc : HasDerivAt (fun z => ‖A₁ z‖ ^ 2 + ‖A₂ z‖ ^ 2 + ‖A₃ z‖ ^ 2) 0 z₀ := by
    rw [funext hI]
    exact hasDerivAt_const z₀ _
  have e := ((h1.fun_add h2).fun_add h3).unique hc
  have hne : 2 * κ * (waveProduct Δ A₁ A₂ A₃ z₀).im ≠ 0 :=
    mul_ne_zero (mul_ne_zero two_ne_zero hκ) hz
  apply mul_right_cancel₀ hne
  linear_combination e

/-- Limit of sum-frequency generation: for positive `ω₁`, `ω₂`, `ω₃ = ω₁ + ω₂` and no wave 3 at
the entrance, `|A₃|²/ω₃` never exceeds the smaller of the two input values of `|A|²/ω`. -/
theorem sum_frequency_limit (h : ThreeWave κ Δ ω₁ ω₂ ω₃ A₁ A₂ A₃)
    (hω₁ : 0 < ω₁) (hω₂ : 0 < ω₂) (hω : ω₃ = ω₁ + ω₂) (h0 : A₃ 0 = 0) (z : ℝ) :
    ‖A₃ z‖ ^ 2 / ω₃ ≤ min (‖A₁ 0‖ ^ 2 / ω₁) (‖A₂ 0‖ ^ 2 / ω₂) := by
  obtain ⟨m1, m2, -, -⟩ := manley_rowe h hω₁ hω₂ hω
  have e0 : ‖A₃ 0‖ ^ 2 / ω₃ = 0 := by simp [h0]
  have p1 : 0 ≤ ‖A₁ z‖ ^ 2 / ω₁ := by positivity
  have p2 : 0 ≤ ‖A₂ z‖ ^ 2 / ω₂ := by positivity
  exact le_min (by linarith [m1 z]) (by linarith [m2 z])

/-- An explicit solution with frequencies 9, 16, 25, coupling 1/60 and no mismatch:
`A₁ = 3 / cosh z`, `A₂ = 4 / cosh z`, `A₃ = 5 i sinh z / cosh z`. -/
theorem threeWave_witness :
    ThreeWave (1 / 60) 0 9 16 25 (fun z => ((3 / Real.cosh z : ℝ) : ℂ))
      (fun z => ((4 / Real.cosh z : ℝ) : ℂ))
      (fun z => Complex.I * ((5 * Real.sinh z / Real.cosh z : ℝ) : ℂ)) := by
  have hp : ∀ t, phase 0 t = 1 := fun t => by simp [phase]
  have hs : ∀ c z : ℝ, HasDerivAt (fun t => c / Real.cosh t)
      (-(c * Real.sinh z) / Real.cosh z ^ 2) z := fun c z =>
    ((hasDerivAt_const z c).fun_div (Real.hasDerivAt_cosh z)
      (Real.cosh_pos z).ne').congr_deriv (by ring)
  have ht : ∀ z : ℝ, HasDerivAt (fun t => 5 * Real.sinh t / Real.cosh t)
      (5 / Real.cosh z ^ 2) z := fun z =>
    (((Real.hasDerivAt_sinh z).const_mul 5).fun_div (Real.hasDerivAt_cosh z)
      (Real.cosh_pos z).ne').congr_deriv (by
        congr 1
        linear_combination 5 * Real.cosh_sq z)
  refine ⟨fun z => (hs 3 z).ofReal_comp.congr_deriv ?_,
    fun z => (hs 4 z).ofReal_comp.congr_deriv ?_,
    fun z => ((ht z).ofReal_comp.const_mul Complex.I).congr_deriv ?_⟩
  · simp only [hp, map_one, Complex.conj_ofReal]
    push_cast
    linear_combination (-(3 * Complex.sinh z / Complex.cosh z ^ 2)) * Complex.I_sq
  · simp only [hp, map_one, Complex.conj_ofReal]
    push_cast
    linear_combination (-(4 * Complex.sinh z / Complex.cosh z ^ 2)) * Complex.I_sq
  · simp only [hp]
    push_cast
    ring

end

end ManleyRowe
```

```lean
#print axioms ManleyRowe.manley_rowe
#print axioms ManleyRowe.phase_matched_invariant
#print axioms ManleyRowe.frequency_sum_of_intensity_constant
#print axioms ManleyRowe.sum_frequency_limit
```

```
'ManleyRowe.manley_rowe' depends on axioms: [propext, Classical.choice, Quot.sound]
'ManleyRowe.phase_matched_invariant' depends on axioms: [propext, Classical.choice, Quot.sound]
'ManleyRowe.frequency_sum_of_intensity_constant' depends on axioms: [propext, Classical.choice, Quot.sound]
'ManleyRowe.sum_frequency_limit' depends on axioms: [propext, Classical.choice, Quot.sound]
```

## From rates to constants in Lean

`hasDerivAt_intensity` differentiates $|A|^2$ as the sum of squared real and imaginary parts. In `power_flow`, each identity `e` rewrites $\overline{A_j}A_j'$ as a real number times $iP$ or $i\overline P$.

`waveProduct_re_flow` applies the product rule, and its `trans` step separates the imaginary coupling term from $-i\Delta P$. The factor $|e^{i\Delta z}|^2$ stays unevaluated there, because it only multiplies an imaginary number.

`manley_rowe` adds these rates, and `conserved` turns each zero derivative into equality with the value at $z=0$. `frequency_sum_of_intensity_constant` compares two derivatives of the total intensity by uniqueness and cancels $2\kappa\operatorname{Im}P$. `sum_frequency_limit` drops a non-negative term from each of the first two laws. `threeWave_witness` differentiates the profiles, using $\cosh^2z-\sinh^2z=1$ for wave 3.
